# Off-site hoppings of a single band on a uniform k grid: total weight equal to the band variance and at most W²/4

Let a one-dimensional band be sampled at $N\ge 1$ equally spaced crystal momenta $k_j=2\pi j/N$, in units of the inverse lattice constant. The energies $e_j$ are real, and both $j$ and the lattice separation $R$ are integers modulo $N$. The hopping, the mean and the variance are

$$t_R=\frac1N\sum_j e_j\,e^{2\pi i jR/N},\qquad m=\frac1N\sum_j e_j,\qquad V=\frac1N\sum_j (e_j-m)^2 .$$

The variance has the divisor $N$, not $N-1$. Reversing the sign in the exponent exchanges $t_R$ and $t_{-R}$ and leaves all moduli below unchanged.

## Total weight and the bound on one hopping

For every real band,

$$\sum_{R\ne0}|t_R|^2=V .$$

If all sampled energies lie in an interval $[a,a+W]$, then also

$$V\le\frac{W^2}{4},\qquad |t_R|\le\frac{W}{2\sqrt2}\quad\text{whenever } 2R\ne0 \text{ modulo } N .$$

The interval stands for the energy window of the band. The choice $a=\min_j e_j$, $W=\max_j e_j-\min_j e_j$ gives the sharpest bounds. The condition $2R\neq0$ excludes $R=0$ and, for even $N$, $R=N/2$.

## Checks in a Wannier interpolation code

For a single isolated band on a finite grid, a code that transforms band energies into real-space hoppings can compare the off-site weight with the variance of its input. If the sampled energies are not all equal, a prefactor $1/\sqrt N$ in place of $1/N$ shows up as a factor $N$ between the two sides. Each class of $R$ modulo $N$ must count once in the sum. If the code stores the full hopping at both $+N/2$ and $-N/2$ with separate weights one half, each squared modulus is multiplied by its weight; if the halves are already multiplied into the entries, the two entries are added before squaring.

If some hoppings are discarded and the discarded set contains $-R$ along with each $R$, the discarded part is itself a real band. By Parseval's identity, derived below, its mean square over the grid points equals the discarded weight. This is the mean-square error of the truncated band on the grid, not the error at each point.

## From Bloch phases to the bound

**Parseval's identity.** Since the energies are real,

$$|t_R|^2=\frac1{N^2}\sum_{j,k}e_je_k\,e^{2\pi i(j-k)R/N}.$$

Sum over $R$. For $j=k$ the phases add up to $N$. For $j\ne k$ set $z=e^{2\pi i(j-k)/N}$; then $z\neq1$ and $z^N=1$, so the geometric sum $(z^N-1)/(z-1)$ vanishes. Hence

$$\sum_R|t_R|^2=\frac1N\sum_je_j^2 .$$

**Removing the on-site term.** At $R=0$ all phases are 1, so $t_0=m$. Therefore

$$\sum_{R\ne0}|t_R|^2=\frac1N\sum_je_j^2-m^2=V .$$

**Bounding the variance.** Write $c=a+W/2$ for the middle of the window. For each $j$,

$$(e_j-a)(a+W-e_j)=\frac{W^2}{4}-(e_j-c)^2 .$$

The average of $(e_j-c)^2$ is $V+(m-c)^2$, because the cross term averages to zero. Averaging the previous line gives

$$\frac{W^2}{4}-V=\frac1N\sum_j(e_j-a)(a+W-e_j)+(m-c)^2 .$$

With all energies in the window, both terms on the right are nonnegative, so $V\le W^2/4$. Equality holds exactly when both vanish: every energy sits at $a$ or $a+W$, and the mean is $c$.

**Pairing $R$ with $-R$.** Conjugating the definition gives $t_{-R}=\overline{t_R}$, so the two hoppings have the same modulus. If $2R\ne0$, then $R$ and $-R$ are distinct and both nonzero, and

$$2|t_R|^2\le\sum_{S\ne0}|t_S|^2=V\le\frac{W^2}{4}.$$

Since $W\ge0$, taking the root gives $|t_R|\le W/(2\sqrt2)$.

**A band that reaches the bound.** For $N=4$ and energies $W,W,0,0$ with $W\ge0$, $t_1=\frac W4(1+i)$, whose modulus is $W/(2\sqrt2)$. No smaller constant therefore works for all $N$.

**The smallest grids.** For $N=1$ there is no off-site hopping, and the variance is zero. For $N=2$ the only one is $t_1=(e_0-e_1)/2$, with $2R=0$. Energies $W$ and $0$ give $|t_1|=W/2$, which for $W>0$ exceeds $W/(2\sqrt2)$. The bound on a single hopping thus fails if $2R\ne0$ is weakened to $R\ne0$.

## The Lean file

```lean
import Mathlib

open Finset ComplexConjugate

namespace WannierBandwidth

noncomputable section

variable {N : ℕ} [NeZero N]

/-- The Wannier hopping `t_R = (1/N) ∑_j e_j exp(2πi jR/N)` of a real band `e` sampled at
`N ≥ 1` crystal momenta. -/
def hopping (e : ZMod N → ℝ) (R : ZMod N) : ℂ :=
  1 / (N : ℂ) * ∑ j, (e j : ℂ) *
    Complex.exp (2 * Real.pi * Complex.I * ((j.val : ℂ) * (R.val : ℂ)) / (N : ℂ))

/-- The mean energy of a band sampled at `N ≥ 1` crystal momenta. -/
def bandMean (e : ZMod N → ℝ) : ℝ := 1 / (N : ℝ) * ∑ j, e j

/-- The variance of the energies of a band sampled at `N ≥ 1` crystal momenta. -/
def bandVariance (e : ZMod N → ℝ) : ℝ := 1 / (N : ℝ) * ∑ j, (e j - bandMean e) ^ 2

/-- The Bloch phase `exp(2πi jR/N)` is the standard additive character of `ZMod N`
evaluated at `jR`. -/
theorem phase_eq (j R : ZMod N) :
    Complex.exp (2 * Real.pi * Complex.I * ((j.val : ℂ) * (R.val : ℂ)) / (N : ℂ))
      = ZMod.stdAddChar (j * R) := by
  have h := ZMod.stdAddChar_coe (N := N) ((j.val * R.val : ℕ) : ℤ)
  have hc : (((j.val * R.val : ℕ) : ℤ) : ZMod N) = j * R := by
    rw [Int.cast_natCast, Nat.cast_mul, ZMod.natCast_zmod_val, ZMod.natCast_zmod_val]
  rw [hc] at h
  rw [h, Int.cast_natCast, Nat.cast_mul]

/-- The on-site term `t_0` is the mean energy of the band. -/
theorem hopping_zero (e : ZMod N → ℝ) : hopping e 0 = (bandMean e : ℂ) := by
  simp [hopping, bandMean]

/-- For a real band, the hoppings over `R` and `-R` are complex conjugates. -/
theorem hopping_neg (e : ZMod N → ℝ) (R : ZMod N) :
    hopping e (-R) = conj (hopping e R) := by
  simp only [hopping, phase_eq, mul_neg, AddChar.map_neg_eq_conj, map_mul, map_sum,
    map_div₀, map_one, Complex.conj_ofReal, map_natCast]

/-- Parseval's identity: the total weight of all hoppings is the mean squared energy. -/
theorem parseval (e : ZMod N → ℝ) :
    ∑ R, ‖hopping e R‖ ^ 2 = 1 / (N : ℝ) * ∑ j, e j ^ 2 := by
  have hN : (N : ℂ) ≠ 0 := Nat.cast_ne_zero.mpr (NeZero.ne N)
  -- orthogonality of the Bloch phases
  have orth : ∀ j k : ZMod N,
      ∑ R : ZMod N, (ZMod.stdAddChar (R * (j - k)) : ℂ) = if j = k then (N : ℂ) else 0 := by
    intro j k
    rw [AddChar.sum_mulShift (j - k) (ZMod.isPrimitive_stdAddChar N)]
    by_cases h : j = k
    · simp [h, ZMod.card]
    · simp [h, sub_eq_zero]
  -- each weight as a double sum over momenta
  have key : ∀ R : ZMod N, ((‖hopping e R‖ ^ 2 : ℝ) : ℂ) = 1 / (N : ℂ) * (1 / (N : ℂ)) *
      ∑ j, ∑ k, ((e j : ℂ) * (e k : ℂ)) * ZMod.stdAddChar (R * (j - k)) := by
    intro R
    have h1 : ((‖hopping e R‖ ^ 2 : ℝ) : ℂ) = hopping e R * hopping e (-R) := by
      rw [hopping_neg, Complex.mul_conj, Complex.normSq_eq_norm_sq]
    rw [h1]
    simp only [hopping, phase_eq]
    rw [mul_mul_mul_comm, Finset.sum_mul_sum]
    congr 1
    refine sum_congr rfl fun j _ => sum_congr rfl fun k _ => ?_
    have h2 : R * (j - k) = j * R + k * (-R) := by ring
    rw [h2, AddChar.map_add_eq_mul]
    ring
  have inner : ∀ j : ZMod N, ∑ R : ZMod N, ∑ k : ZMod N,
      ((e j : ℂ) * (e k : ℂ)) * ZMod.stdAddChar (R * (j - k)) = (N : ℂ) * (e j : ℂ) ^ 2 := by
    intro j
    rw [Finset.sum_comm]
    simp only [← Finset.mul_sum, orth, mul_ite, mul_zero, Finset.sum_ite_eq,
      Finset.mem_univ, if_true]
    ring
  apply Complex.ofReal_injective
  rw [Complex.ofReal_sum, sum_congr rfl fun R _ => key R, ← Finset.mul_sum,
    Finset.sum_comm, sum_congr rfl fun j _ => inner j, ← Finset.mul_sum]
  push_cast
  field_simp

/-- The difference `W²/4` minus the variance equals the average of `(e_j - a)(a + W - e_j)` plus the
squared distance of the mean energy from `a + W/2`, for all real `a` and `W`. -/
theorem variance_gap (e : ZMod N → ℝ) (a W : ℝ) :
    W ^ 2 / 4 - bandVariance e = 1 / (N : ℝ) * ∑ j, (e j - a) * (a + W - e j)
      + (bandMean e - (a + W / 2)) ^ 2 := by
  have hN : (N : ℝ) ≠ 0 := Nat.cast_ne_zero.mpr (NeZero.ne N)
  have h1 : 1 / (N : ℝ) * N = 1 := one_div_mul_cancel hN
  have hm : ∑ j, e j = N * bandMean e := by
    unfold bandMean
    field_simp
  have hc : ∀ c : ℝ, (N : ℝ) * c = ∑ _j : ZMod N, c := by
    intro c
    simp [ZMod.card]
  -- the two quadratic sums differ by a sum linear in the energies
  have hs : ∑ j, (e j - a) * (a + W - e j) = -∑ j, (e j - bandMean e) ^ 2
      + (2 * a + W - 2 * bandMean e) * ∑ j, e j
      + N * (bandMean e ^ 2 - a * (a + W)) := by
    rw [hc, Finset.mul_sum, ← Finset.sum_neg_distrib, ← Finset.sum_add_distrib,
      ← Finset.sum_add_distrib]
    exact sum_congr rfl fun j _ => by ring
  rw [hs, hm]
  unfold bandVariance
  linear_combination
    (-((2 * a + W - 2 * bandMean e) * bandMean e + bandMean e ^ 2 - a * (a + W))) * h1

/-- Sum rule: the total weight of the hoppings with `R ≠ 0` is the variance of the band. -/
theorem hopping_sum_rule (e : ZMod N → ℝ) :
    ∑ R ∈ univ.erase 0, ‖hopping e R‖ ^ 2 = bandVariance e := by
  have h : ‖hopping e 0‖ ^ 2 + ∑ R ∈ univ.erase 0, ‖hopping e R‖ ^ 2
      = ∑ R, ‖hopping e R‖ ^ 2 :=
    Finset.add_sum_erase _ (fun R => ‖hopping e R‖ ^ 2) (mem_univ _)
  rw [parseval, hopping_zero, Complex.norm_real, Real.norm_eq_abs, sq_abs] at h
  -- the gap identity at a = W = 0 is the usual formula for the variance
  have g := variance_gap e 0 0
  have hs : ∑ j, (e j - 0) * (0 + 0 - e j) = -∑ j, e j ^ 2 := by
    rw [← Finset.sum_neg_distrib]
    exact sum_congr rfl fun j _ => by ring
  rw [hs] at g
  linear_combination h + g

/-- For a band with all energies in `[a, a + W]`, the hoppings with `R ≠ 0` have total weight
equal to the variance, which is at most `W²/4`, and `|t_R| ≤ W/(2√2)` whenever `2R ≠ 0`. -/
theorem hopping_bandwidth_bound (e : ZMod N → ℝ) (a W : ℝ)
    (hlo : ∀ j, a ≤ e j) (hhi : ∀ j, e j ≤ a + W) :
    ∑ R ∈ univ.erase 0, ‖hopping e R‖ ^ 2 = bandVariance e ∧
    bandVariance e ≤ W ^ 2 / 4 ∧
    ∀ R : ZMod N, 2 * R ≠ 0 → ‖hopping e R‖ ≤ W / (2 * √2) := by
  have hvar : bandVariance e ≤ W ^ 2 / 4 := by
    have hs : 0 ≤ ∑ j, (e j - a) * (a + W - e j) :=
      sum_nonneg fun j _ => mul_nonneg (sub_nonneg.mpr (hlo j)) (sub_nonneg.mpr (hhi j))
    have hp : 0 ≤ 1 / (N : ℝ) * ∑ j, (e j - a) * (a + W - e j) :=
      mul_nonneg (by positivity) hs
    linarith [variance_gap e a W, sq_nonneg (bandMean e - (a + W / 2))]
  refine ⟨hopping_sum_rule e, hvar, fun R hR => ?_⟩
  have hW : 0 ≤ W := by linarith [hlo 0, hhi 0]
  have hR0 : R ≠ 0 := fun h => hR (by rw [h, mul_zero])
  have hne : R ≠ -R := fun h => hR (by rw [two_mul]; exact add_eq_zero_iff_eq_neg.mpr h)
  have hsub : ({R, -R} : Finset (ZMod N)) ⊆ univ.erase 0 := by
    intro x hx
    simp only [mem_insert, mem_singleton] at hx
    rcases hx with h | h <;> simp [h, hR0]
  -- R and -R are distinct and carry the same weight
  have h2 : ∑ S ∈ ({R, -R} : Finset (ZMod N)), ‖hopping e S‖ ^ 2
      ≤ ∑ S ∈ univ.erase 0, ‖hopping e S‖ ^ 2 :=
    sum_le_sum_of_subset_of_nonneg hsub fun _ _ _ => sq_nonneg _
  rw [Finset.sum_pair hne, hopping_neg, RCLike.norm_conj, hopping_sum_rule] at h2
  refine (sq_le_sq₀ (norm_nonneg _) (by positivity)).mp ?_
  rw [div_pow, mul_pow, Real.sq_sqrt (by norm_num)]
  linarith

/-- For a band with all energies in `[a, a + W]`, the variance equals `W²/4` exactly when every
energy is `a` or `a + W` and the mean energy is `a + W/2`. -/
theorem variance_eq_iff (e : ZMod N → ℝ) (a W : ℝ)
    (hlo : ∀ j, a ≤ e j) (hhi : ∀ j, e j ≤ a + W) :
    bandVariance e = W ^ 2 / 4 ↔
      (∀ j, e j = a ∨ e j = a + W) ∧ bandMean e = a + W / 2 := by
  have g := variance_gap e a W
  have hN : 0 < 1 / (N : ℝ) :=
    one_div_pos.mpr (Nat.cast_pos.mpr (Nat.pos_of_ne_zero (NeZero.ne N)))
  have hnn : ∀ j, 0 ≤ (e j - a) * (a + W - e j) := fun j =>
    mul_nonneg (sub_nonneg.mpr (hlo j)) (sub_nonneg.mpr (hhi j))
  constructor
  · intro h
    -- both nonnegative parts of the gap vanish
    have hp := mul_nonneg hN.le (sum_nonneg fun j (_ : j ∈ univ) => hnn j)
    have hq := sq_nonneg (bandMean e - (a + W / 2))
    have hp0 : 1 / (N : ℝ) * ∑ j, (e j - a) * (a + W - e j) = 0 := by linarith
    have hq0 : (bandMean e - (a + W / 2)) ^ 2 = 0 := by linarith
    have hs := (mul_eq_zero.mp hp0).resolve_left hN.ne'
    refine ⟨fun j => ?_, sub_eq_zero.mp (pow_eq_zero_iff two_ne_zero |>.mp hq0)⟩
    have hj := (sum_eq_zero_iff_of_nonneg fun j _ => hnn j).mp hs j (mem_univ j)
    rcases mul_eq_zero.mp hj with h | h
    · left; linarith
    · right; linarith
  · rintro ⟨h, hm⟩
    have hs : ∑ j, (e j - a) * (a + W - e j) = 0 :=
      sum_eq_zero fun j _ => by rcases h j with h | h <;> rw [h] <;> ring
    rw [hs, hm] at g
    linear_combination -g

/-- The step band on four momenta, with energies `W, W, 0, 0`. -/
def stepBand (W : ℝ) : ZMod 4 → ℝ := fun j => if j.val < 2 then W else 0

/-- For `W ≥ 0` the step band has all energies in `[0, W]`, and its nearest-neighbour hopping
has modulus exactly `W/(2√2)`. -/
theorem stepBand_sharp (W : ℝ) (hW : 0 ≤ W) :
    (∀ j, 0 ≤ stepBand W j ∧ stepBand W j ≤ W) ∧
    ‖hopping (stepBand W) 1‖ = W / (2 * √2) := by
  constructor
  · intro j
    unfold stepBand
    split_ifs
    · exact ⟨hW, le_refl W⟩
    · exact ⟨le_refl 0, hW⟩
  have hsum : ∀ f : ZMod 4 → ℂ, ∑ j, f j = f 0 + f 1 + f 2 + f 3 :=
    fun f => Fin.sum_univ_four f
  have b0 : stepBand W 0 = W := if_pos (by decide)
  have b1 : stepBand W 1 = W := if_pos (by decide)
  have b2 : stepBand W 2 = 0 := if_neg (by decide)
  have b3 : stepBand W 3 = 0 := if_neg (by decide)
  have v1 : (1 : ZMod 4).val = 1 := rfl
  -- a quarter turn of the Bloch phase
  have hx : Complex.exp (2 * Real.pi * Complex.I * (((1 : ℕ) : ℂ) * ((1 : ℕ) : ℂ))
      / ((4 : ℕ) : ℂ)) = Complex.I := by
    have h : 2 * Real.pi * Complex.I * (((1 : ℕ) : ℂ) * ((1 : ℕ) : ℂ)) / ((4 : ℕ) : ℂ)
        = (Real.pi : ℂ) / 2 * Complex.I := by
      push_cast
      ring
    rw [h, Complex.exp_mul_I, Complex.cos_pi_div_two, Complex.sin_pi_div_two]
    simp
  have ht : hopping (stepBand W) 1 = ((W / 4 : ℝ) : ℂ) * (1 + Complex.I) := by
    unfold hopping
    rw [hsum, b0, b1, b2, b3, v1, hx, ZMod.val_zero]
    simp only [Nat.cast_zero, zero_mul, mul_zero, zero_div, Complex.exp_zero,
      Complex.ofReal_zero]
    push_cast
    ring
  have hI : Complex.normSq (1 + Complex.I) = 2 := by
    rw [Complex.normSq_apply]
    norm_num
  refine (sq_eq_sq₀ (norm_nonneg _) (by positivity)).mp ?_
  rw [ht, ← Complex.normSq_eq_norm_sq, Complex.normSq_mul, Complex.normSq_ofReal, hI,
    div_pow, mul_pow, Real.sq_sqrt (by norm_num)]
  ring

end

end WannierBandwidth
```

```lean
#print axioms WannierBandwidth.hopping_bandwidth_bound
-- 'WannierBandwidth.hopping_bandwidth_bound' depends on axioms: [propext, Classical.choice, Quot.sound]
#print axioms WannierBandwidth.variance_eq_iff
-- 'WannierBandwidth.variance_eq_iff' depends on axioms: [propext, Classical.choice, Quot.sound]
#print axioms WannierBandwidth.stepBand_sharp
-- 'WannierBandwidth.stepBand_sharp' depends on axioms: [propext, Classical.choice, Quot.sound]
```

## The Lean statements in physical terms

A band is a function `e : ZMod N → ℝ`, and `NeZero N` says that the grid has at least one point. `hopping e R` is $t_R$, with the exponential written out; `j.val` and `R.val` are the representatives between $0$ and $N-1$. `bandMean` and `bandVariance` are $m$ and $V$. The set `univ.erase 0` contains every separation except $R=0$.

The main theorem, `hopping_bandwidth_bound`, takes the two window conditions `hlo` and `hhi` and returns the sum rule, the variance bound and the bound on each hopping with `2 * R ≠ 0`. The sum rule also stands alone as `hopping_sum_rule`, without a window. The equality condition is `variance_eq_iff`, and `stepBand_sharp` contains the four-point example.

## Lemmas behind the sum rule and the bound

`phase_eq` identifies the Bloch phase with Mathlib's standard additive character of `ZMod N`. This supplies the rule for conjugation used in `hopping_neg` and the orthogonality used in `parseval`. `hopping_zero` identifies the on-site term with the mean.

Inside `parseval`, `orth` is the sum of phases over $R$, `key` is the double sum for $|t_R|^2$, and `inner` carries out the sums over $R$ and $k$ for fixed $j$. The calculation runs in the complex numbers and returns to the reals through `Complex.ofReal_injective`.

`variance_gap` is the exact identity for $W^2/4-V$, valid for all real $a$ and $W$. Instead of completing the square about $c$, Lean expands about the mean: `hs` compares the sums term by term with `ring`, and `linear_combination` collects the result. `hopping_sum_rule` splits off $R=0$ and uses the same identity at $a=W=0$, where it reduces to $V=\frac1N\sum_j e_j^2-m^2$.

In the main theorem, `sum_nonneg` and `sq_nonneg` give the signs of the two terms in the gap. The step `h2` compares the sum over the pair $\{R,-R\}$ with the sum over all nonzero separations, and `sq_le_sq₀` takes the root. `variance_eq_iff` uses the fact that a vanishing sum of nonnegative terms has only vanishing terms. In `stepBand_sharp`, `hx` evaluates the quarter-turn phase as $i$, and `ht` gives the hopping.

## One scalar band, one finite grid

The theorems concern real numbers and say nothing about rounding in a floating-point transform. They constrain energies at the sampled momenta only: a band may leave the window between grid points, and the quality of interpolation there is a separate question.

The hopping is defined by its Fourier sum. Its identification with a matrix element of the Hamiltonian between Wannier functions is physical input, as is the existence of an isolated band. Entangled bands, matrix-valued hoppings and grids in two or three dimensions would need their own statements.
